# A cyclic symmetry with Uⁿ = 1 multiplies its k-th Fourier sum by exp(2πik/n)

Let U be an element of a complex algebra with Uⁿ = 1 for some positive n, as for an n-fold rotation acting on quantum states. With ω = exp(2πi/n), the theorem `mul_cycProj` says that the Fourier sum P_k = (1/n) ∑_j ω^(−jk) U^j, with j running from 0 to n − 1, satisfies U P_k = ω^k P_k for every natural number k. The statement is purely algebraic: U need not be unitary, and it is not claimed that P_k is a projector or is nonzero. The proof multiplies the sum by U term by term, which turns each term into ω^k times the next one, and then uses Uⁿ = 1 to show that this cyclic shift leaves the sum unchanged.

In Lean, a first try:

```lean
import Mathlib

open Finset

namespace CyclicProjectors

noncomputable section

/-- The phase `exp(2πi/n)` belonging to an `n`-fold rotation. -/
def ω (n : ℕ) : ℂ := Complex.exp (2 * Real.pi * Complex.I / n)

variable {A : Type*} [Ring A] [Algebra ℂ A]

/-- The element `P_k = (1/n) ∑_j ω^(-jk) U^j` built from the powers of `U`. -/
def cycProj (n : ℕ) (U : A) (k : ℕ) : A :=
  (1 / (n : ℂ)) • ∑ j ∈ range n, (ω n)⁻¹ ^ (j * k) • U ^ j

/-- If `U^n = 1`, then `U` acts on `P_k` as multiplication by the phase `ω^k`. -/
theorem mul_cycProj {n : ℕ} (hn : 0 < n) {U : A} (hU : U ^ n = 1) (k : ℕ) :
    U * cycProj n U k = ω n ^ k • cycProj n U k := by
  have hp : IsPrimitiveRoot (ω n) n := Complex.isPrimitiveRoot_exp n hn.ne'
  have h0 : ω n ≠ 0 := Complex.exp_ne_zero _
  let f : ℕ → A := fun j => (ω n)⁻¹ ^ (j * k) • U ^ j
  have hstep : ∀ j ∈ range n, U * f j = ω n ^ k • f (j + 1) := by
    intro j _
    change U * ((ω n)⁻¹ ^ (j * k) • U ^ j) = ω n ^ k • ((ω n)⁻¹ ^ ((j + 1) * k) • U ^ (j + 1))
    rw [mul_smul_comm, ← pow_succ', smul_smul, show (j + 1) * k = k + j * k by ring, pow_add,
      ← mul_assoc, ← mul_pow, mul_inv_cancel₀ h0, one_pow, one_mul]
  -- the sum over a full turn is unchanged by a cyclic shift
  have hend : f n = f 0 := by
    change (ω n)⁻¹ ^ (n * k) • U ^ n = (ω n)⁻¹ ^ (0 * k) • U ^ 0
    rw [pow_mul, inv_pow, hp.pow_eq_one, inv_one, one_pow, hU, zero_mul, pow_zero, pow_zero]
  have hshift : ∑ j ∈ range n, f (j + 1) = ∑ j ∈ range n, f j := by
    have h1 : ∑ j ∈ range n, f (j + 1) + f 0 = ∑ j ∈ range n, f j + f n := by
      rw [← Finset.sum_range_succ', Finset.sum_range_succ]
    rw [hend] at h1
    exact add_right_cancel h1
  change U * ((1 / (n : ℂ)) • ∑ j ∈ range n, f j)
    = ω n ^ k • ((1 / (n : ℂ)) • ∑ j ∈ range n, f j)
  rw [mul_smul_comm, Finset.mul_sum, Finset.sum_congr rfl hstep, ← Finset.smul_sum, hshift,
    smul_comm]

end

end CyclicProjectors
```

Lean reports:

```
Main.lean:28:6: error: Tactic `rewrite` failed: Did not find an occurrence of the pattern
  ?a * (?b * ?c)
in the target expression
  (ω n)⁻¹ ^ (j * k) • (U ^ j * U ^ 1) = (ω n ^ k * (ω n)⁻¹ ^ (k + j * k)) • (U ^ j * U ^ 1)

A : Type u_1
inst✝¹ : Ring A
inst✝ : Algebra ℂ A
n : ℕ
hn : 0 < n
U : A
hU : U ^ n = 1
k : ℕ
hp : IsPrimitiveRoot (ω n) n
h0 : ω n ≠ 0
f : ℕ → A := fun j => (ω n)⁻¹ ^ (j * k) • U ^ j
j : ℕ
a✝ : j ∈ range n
⊢ (ω n)⁻¹ ^ (j * k) • (U ^ j * U ^ 1) = (ω n ^ k * (ω n)⁻¹ ^ (k + j * k)) • (U ^ j * U ^ 1)
```

Diagnosis. The error is in `hstep`, the step for a single term. There `pow_add` is meant to split the phase `(ω n)⁻¹ ^ (k + j * k)`, so that its factor `(ω n)⁻¹ ^ k` can cancel `ω n ^ k`. Given without arguments, `pow_add` fits any power whose exponent is a sum, and `rw` settled on `U ^ (j + 1)` instead. It rewrote that power on both sides as `U ^ j * U ^ 1` and left the phase whole, as the goal in the message shows.

The next rewrite, `← mul_assoc`, needs a product of the form `?a * (?b * ?c)`. The goal has none, because the phase that should have supplied the inner product was never split, so Lean reports that the pattern was not found.

The repair writes `pow_add (ω n)⁻¹ k (j * k)`, which fixes the base and both exponents, so only the phase can match. This gives `ω n ^ k * ((ω n)⁻¹ ^ k * (ω n)⁻¹ ^ (j * k))`, which `← mul_assoc` can regroup, and the remaining rewrites cancel the phases. The new line break is mere layout.

Lean accepts the file once it reads:

```diff
@@ -25,5 +25,6 @@
     intro j _
     change U * ((ω n)⁻¹ ^ (j * k) • U ^ j) = ω n ^ k • ((ω n)⁻¹ ^ ((j + 1) * k) • U ^ (j + 1))
-    rw [mul_smul_comm, ← pow_succ', smul_smul, show (j + 1) * k = k + j * k by ring, pow_add,
+    rw [mul_smul_comm, ← pow_succ', smul_smul, show (j + 1) * k = k + j * k by ring,
+      pow_add (ω n)⁻¹ k (j * k),
       ← mul_assoc, ← mul_pow, mul_inv_cancel₀ h0, one_pow, one_mul]
   -- the sum over a full turn is unchanged by a cyclic shift
```
